# Truncating the Matsubara expansion of the Fermi function after N ≥ 1 pole pairs changes the occupation at x = β(ε − μ) by at most |x|/(2π²N)

Consider non-interacting electrons at finite temperature, with occupations obtained from a Green's function evaluated at imaginary frequencies. Each frequency corresponds to a pole of the Fermi function, and a calculation can keep only finitely many. How large is the occupation error after N pairs of poles?

The development uses real and complex analysis from Mathlib.

```lean
import Mathlib

open Filter
open scoped Real Topology

namespace MatsubaraFermi

noncomputable section
```

## Occupation and pole pairs

Let β be the inverse temperature, ε a level energy and μ the chemical potential. Everything depends on the dimensionless real number x = β(ε − μ). The occupation of one spin-orbital is

f(x) = 1/(1 + eˣ).

```lean
/-- The Fermi-Dirac occupation at reduced energy `x = β (ε - μ)`. -/
def fermi (x : ℝ) : ℝ := 1 / (1 + Real.exp x)
```

The pair of poles numbered n = 0, 1, 2, … enters the occupation with a minus sign, through the term

aₙ(x) = 2x/(x² + π²(2n+1)²).

```lean
/-- The `n`-th Matsubara pole-pair term at reduced energy `x`. -/
def matsubaraTerm (x : ℝ) (n : ℕ) : ℝ := 2 * x / (x ^ 2 + π ^ 2 * (2 * n + 1) ^ 2)
```

Keeping the pairs n = 0, …, N−1 gives the approximate occupation

F_N(x) = 1/2 − Σ_{n<N} aₙ(x).

```lean
/-- The occupation computed from the first `N` pairs of Matsubara poles. -/
def fermiTrunc (N : ℕ) (x : ℝ) : ℝ := 1 / 2 - ∑ n ∈ Finset.range N, matsubaraTerm x n
```

The word "pair" is justified by putting two simple poles over a common denominator:

1/(x − iπ(2n+1)) + 1/(x + iπ(2n+1)) = 2x/(x² + π²(2n+1)²).

The theorem states this in ℂ, with the real term embedded there. The product of the two denominators is real and positive, so neither vanishes.

```lean
/-- Each Matsubara term is the sum of two simple poles at `± i π (2n+1)`. -/
theorem matsubaraTerm_eq_poles (x : ℝ) (n : ℕ) :
    (matsubaraTerm x n : ℂ) = 1 / ((x : ℂ) - Complex.I * (π * (2 * n + 1)))
      + 1 / ((x : ℂ) + Complex.I * (π * (2 * n + 1))) := by
  have hD : ((x ^ 2 + π ^ 2 * (2 * n + 1) ^ 2 : ℝ) : ℂ) ≠ 0 :=
    Complex.ofReal_ne_zero.mpr (by positivity)
  have hprod : ((x : ℂ) - Complex.I * (π * (2 * n + 1))) * (x + Complex.I * (π * (2 * n + 1)))
      = ((x ^ 2 + π ^ 2 * (2 * n + 1) ^ 2 : ℝ) : ℂ) := by
    push_cast
    linear_combination (-((π : ℂ) * (2 * n + 1)) ^ 2) * Complex.I_sq
  rw [← hprod] at hD
  rw [div_add_div _ _ (left_ne_zero_of_mul hD) (right_ne_zero_of_mul hD), hprod,
    matsubaraTerm, Complex.ofReal_div]
  congr 1
  push_cast
  ring
```

## Summing the poles with the cotangent

Set z = 1/2 + ix/(2π) and c = −2πi. Then

c(z + n) = x − iπ(2n+1),
c(z − (n+1)) = x + iπ(2n+1),

and therefore

c aₙ(x) = 1/(z + n) + 1/(z − (n+1)).

Since z has real part 1/2, it is not an integer, and the partial-fraction expansion of the cotangent applies:

π cot(πz) − 1/z = Σ_{j≥0} [1/(z − (j+1)) + 1/(z + (j+1))].

This expansion pairs the poles differently. Shifting the index in one half of its partial sum gives

Σ_{j<N} […] = c Σ_{n<N} aₙ(x) + 1/(z + N) − 1/z.

As N → ∞ the boundary term 1/(z + N) vanishes, leaving c Σ aₙ(x) = π cot(πz). To evaluate the cotangent, use e^{2πiz} = e^{iπ−x} = −e^{−x}:

π cot(πz) = πi (e^{2πiz} + 1)/(e^{2πiz} − 1)
= −πi (eˣ − 1)/(eˣ + 1)
= c(1/2 − f(x)).

Dividing by c gives the limit of the partial sums. In the proof, `pair` is the regrouping of two poles, `hfin` the finite identity (by induction on N), `h0` the vanishing boundary term and `hcot` the cotangent value. The partial-fraction expansion itself comes from Mathlib.

```lean
/-- The partial Matsubara sums converge to one half minus the occupation. -/
theorem tendsto_matsubara (x : ℝ) :
    Tendsto (fun N : ℕ => ∑ n ∈ Finset.range N, matsubaraTerm x n) atTop
      (𝓝 (1 / 2 - fermi x)) := by
  have hπ : (π : ℂ) ≠ 0 := Complex.ofReal_ne_zero.mpr Real.pi_ne_zero
  obtain ⟨z, hzdef⟩ : ∃ z : ℂ, z = 1 / 2 + Complex.I * x / (2 * π) := ⟨_, rfl⟩
  obtain ⟨c, hc⟩ : ∃ c : ℂ, c = -2 * π * Complex.I := ⟨_, rfl⟩
  have hc0 : c ≠ 0 := by
    rw [hc]
    exact mul_ne_zero (mul_ne_zero (by norm_num) hπ) Complex.I_ne_zero
  have hz : (π : ℂ) * z = π / 2 + Complex.I * x / 2 := by
    rw [hzdef]
    field_simp
  -- the point z has real part 1/2, so it is no integer
  have hmem : z ∈ Complex.integerComplement := by
    show ¬ ∃ m : ℤ, (m : ℂ) = z
    rintro ⟨m, hm⟩
    have h2 : ((π * m : ℝ) : ℂ) = ((π / 2 : ℝ) : ℂ) + ((x / 2 : ℝ) : ℂ) * Complex.I := by
      push_cast
      linear_combination hz + (π : ℂ) * hm
    have h3 := congrArg Complex.re h2
    simp only [Complex.add_re, Complex.re_ofReal_mul, Complex.ofReal_re, Complex.I_re,
      mul_zero, add_zero] at h3
    have h4 : (2 * m : ℝ) = 1 := by
      apply mul_left_cancel₀ Real.pi_ne_zero
      linarith
    have h5 : 2 * m = 1 := by exact_mod_cast h4
    omega
  have T : Tendsto (fun N : ℕ => ∑ j ∈ Finset.range N,
      (1 / (z - ((j : ℂ) + 1)) + 1 / (z + ((j : ℂ) + 1)))) atTop
      (𝓝 (π * Complex.cot (π * z) - 1 / z)) := tendsto_logDeriv_euler_cot_sub hmem
  -- the cotangent poles at -N and N+1 combine into c times one Matsubara term
  have scale : ∀ c A B : ℂ, c ≠ 0 → c * (1 / (c * A) + 1 / (c * B)) = 1 / A + 1 / B := by
    intro c A B h
    simp only [one_div, mul_inv]
    rw [← mul_add, ← mul_assoc, mul_inv_cancel₀ h, one_mul]
  have pair : ∀ N : ℕ, c * (matsubaraTerm x N : ℂ) = 1 / (z + N) + 1 / (z - ((N : ℂ) + 1)) := by
    intro N
    have hp : (x : ℂ) - Complex.I * (π * (2 * N + 1)) = c * (z + N) := by
      linear_combination 2 * Complex.I * hz + (x : ℂ) * Complex.I_sq - (z + N) * hc
    have hq : (x : ℂ) + Complex.I * (π * (2 * N + 1)) = c * (z - ((N : ℂ) + 1)) := by
      linear_combination 2 * Complex.I * hz + (x : ℂ) * Complex.I_sq - (z - ((N : ℂ) + 1)) * hc
    rw [matsubaraTerm_eq_poles, hp, hq, scale _ _ _ hc0]
  have hfin : ∀ N : ℕ, ∑ j ∈ Finset.range N,
      (1 / (z - ((j : ℂ) + 1)) + 1 / (z + ((j : ℂ) + 1)))
      = c * ((∑ n ∈ Finset.range N, matsubaraTerm x n : ℝ) : ℂ) + 1 / (z + N) - 1 / z := by
    intro N
    induction N with
    | zero => simp
    | succ N ih =>
      rw [Finset.sum_range_succ, ih, Finset.sum_range_succ]
      push_cast
      linear_combination -pair N
  -- the unpaired boundary pole disappears in the limit
  have h0 : Tendsto (fun N : ℕ => 1 / (z + (N : ℂ))) atTop (𝓝 0) := by
    have hn : Tendsto (fun N : ℕ => ‖z + (N : ℂ)‖) atTop atTop := by
      refine tendsto_atTop_mono (fun N => ?_)
        (tendsto_atTop_add_const_right _ (-‖z‖) tendsto_natCast_atTop_atTop)
      have h := norm_sub_le (z + (N : ℂ)) z
      rw [add_sub_cancel_left, Complex.norm_natCast] at h
      linarith
    rw [tendsto_zero_iff_norm_tendsto_zero]
    simpa only [Function.comp_def, one_div, norm_inv] using tendsto_inv_atTop_zero.comp hn
  have hexp : Complex.exp (2 * Complex.I * (π * z)) = -((Real.exp x : ℝ) : ℂ)⁻¹ := by
    have h : 2 * Complex.I * (π * z) = π * Complex.I - x := by
      linear_combination 2 * Complex.I * hz + (x : ℂ) * Complex.I_sq
    rw [h, Complex.exp_sub, Complex.exp_pi_mul_I, Complex.ofReal_exp, neg_div, one_div]
  have key : ∀ E : ℂ, E ≠ 0 → 1 + E ≠ 0 →
      (-E⁻¹ + 1) / (Complex.I * (1 - -E⁻¹)) = -2 * Complex.I * (1 / 2 - 1 / (1 + E)) := by
    intro E hE hE1
    have h1 : 1 - -E⁻¹ = (1 + E) * E⁻¹ := by
      rw [add_mul, mul_inv_cancel₀ hE]
      ring
    have h2 : -E⁻¹ + 1 = 2 * (1 / 2 - 1 / (1 + E)) * ((1 + E) * E⁻¹) := by
      field_simp
      ring
    rw [h1, div_eq_iff (mul_ne_zero Complex.I_ne_zero (mul_ne_zero hE1 (inv_ne_zero hE)))]
    linear_combination h2 + 2 * (1 / 2 - 1 / (1 + E)) * ((1 + E) * E⁻¹) * Complex.I_sq
  have hcot : π * Complex.cot (π * z) = c * ((1 / 2 - fermi x : ℝ) : ℂ) := by
    have hE1 : ((1 + Real.exp x : ℝ) : ℂ) ≠ 0 := Complex.ofReal_ne_zero.mpr (by positivity)
    rw [Complex.ofReal_add, Complex.ofReal_one] at hE1
    rw [Complex.cot_eq_exp_ratio, hexp,
      key _ (Complex.ofReal_ne_zero.mpr (Real.exp_pos x).ne') hE1, hc, fermi]
    push_cast
    ring
  have h := ((T.add_const (1 / z)).sub h0).const_mul c⁻¹
  rw [sub_add_cancel, sub_zero, hcot, inv_mul_cancel_left₀ hc0] at h
  have lim : Tendsto (fun N : ℕ => ((∑ n ∈ Finset.range N, matsubaraTerm x n : ℝ) : ℂ)) atTop
      (𝓝 ((1 / 2 - fermi x : ℝ) : ℂ)) := by
    refine h.congr fun N => ?_
    show c⁻¹ * (_ + 1 / z - 1 / (z + (N : ℂ))) = _
    rw [hfin N, sub_add_cancel, add_sub_cancel_right, inv_mul_cancel_left₀ hc0]
  have hre := (Complex.continuous_re.tendsto _).comp lim
  simpa only [Function.comp_def, Complex.ofReal_re] using hre
```

For fixed x all aₙ(x) have the same sign, so convergence of the partial sums implies convergence in any order, which is what `HasSum` expresses:

f(x) = 1/2 − Σ_{n≥0} 2x/(x² + π²(2n+1)²).

The proof treats x ≥ 0 directly and x ≤ 0 after changing the sign of every term.

```lean
/-- Matsubara expansion: the Fermi occupation is one half minus the sum of all pole pairs. -/
theorem fermi_matsubara (x : ℝ) :
    HasSum (matsubaraTerm x) (1 / 2 - fermi x) := by
  rcases le_total 0 x with hx | hx
  · refine (hasSum_iff_tendsto_nat_of_nonneg (fun n => ?_) _).mpr (tendsto_matsubara x)
    unfold matsubaraTerm
    positivity
  · have h : HasSum (fun n => -matsubaraTerm x n) (-(1 / 2 - fermi x)) := by
      refine (hasSum_iff_tendsto_nat_of_nonneg (fun n => ?_) _).mpr ?_
      · unfold matsubaraTerm
        rw [← neg_div]
        exact div_nonneg (by linarith) (by positivity)
      · simpa only [Finset.sum_neg_distrib] using (tendsto_matsubara x).neg
    simpa only [neg_neg] using h.neg
```

In energy units, write ξ = ε − μ and let the fermionic frequencies satisfy βωₙ = (2n+1)π. Substituting x = βξ,

aₙ(βξ) = 2βξ/(β²ξ² + β²ωₙ²) = 2ξ/(β(ξ² + ωₙ²)).

The frequency condition already excludes β = 0, since n = 0 would then give 0 = π.

```lean
/-- In energy units, with frequencies obeying `β ωₙ = (2n+1) π`, the occupation at energy `ξ`
from the chemical potential is one half minus a sum of Lorentzian-type terms. -/
theorem fermi_matsubara_frequencies (β ξ : ℝ) (ω : ℕ → ℝ)
    (hω : ∀ n : ℕ, β * ω n = (2 * n + 1) * π) :
    HasSum (fun n => 2 * ξ / (β * (ξ ^ 2 + ω n ^ 2))) (1 / 2 - fermi (β * ξ)) := by
  have hβ : β ≠ 0 := by
    rintro rfl
    have h := hω 0
    rw [Nat.cast_zero] at h
    exact Real.pi_ne_zero (by linarith)
  convert fermi_matsubara (β * ξ) using 1
  funext n
  have h : (β * ξ) ^ 2 + π ^ 2 * (2 * n + 1) ^ 2 = β * (β * (ξ ^ 2 + ω n ^ 2)) := by
    linear_combination (-(β * ω n) - (2 * n + 1) * π) * hω n
  rw [matsubaraTerm, h, show 2 * (β * ξ) = β * (2 * ξ) by ring, mul_div_mul_left _ _ hβ]
```

## Bounding the omitted poles

The error is the tail F_N(x) − f(x) = Σ_{n≥N} aₙ(x). Suppose aₙ ≤ bₙ − bₙ₊₁ for all n ≥ N, with bₙ → 0. Adding these inequalities telescopes:

Σ_{N≤n<m} aₙ ≤ b_N − b_m,

and m → ∞ bounds the tail by b_N.

```lean
/-- If the terms of an unconditionally convergent series are, from index `N` on, at most the
decrements of a sequence tending to zero, then the remainder after `N` terms is at most the member
of that sequence with index `N`. -/
theorem tail_le {a b : ℕ → ℝ} {L : ℝ} (N : ℕ) (hL : HasSum a L)
    (hb : Tendsto b atTop (𝓝 0)) (h : ∀ n, N ≤ n → a n ≤ b n - b (n + 1)) :
    L - ∑ n ∈ Finset.range N, a n ≤ b N := by
  have step : ∀ m, N ≤ m →
      ∑ n ∈ Finset.range m, a n - ∑ n ∈ Finset.range N, a n ≤ b N - b m := by
    intro m hm
    induction m, hm using Nat.le_induction with
    | base => simp
    | succ m hm ih =>
      rw [Finset.sum_range_succ]
      linarith [h m hm]
  have h1 := le_of_tendsto_of_tendsto (hL.tendsto_sum_nat.sub_const _) (hb.const_sub (b N))
    ((eventually_ge_atTop N).mono step)
  simpa only [sub_zero] using h1
```

Take x ≥ 0 and k = x/(2π²). For t > 0,

k/t − k/(t+1) = 2x/(4π²t(t+1)).

For the upper bound choose t = n ≥ 1. Because 4n(n+1) ≤ (2n+1)²,

aₙ(x) ≤ k/n − k/(n+1),

so the tail is at most k/N = x/(2π²N).

For the lower bound choose t = n + d with d = 1/2 + x/(2π). Then

4π²t(t+1) = (π(2n+1) + x)(π(2n+3) + x) ≥ x² + π²(2n+1)²,

hence aₙ(x) ≥ k/(n+d) − k/(n+1+d), and the tail is at least

k/(N+d) = x/(π(π(2N+1) + x)).

The code obtains this second estimate by applying `tail_le` to −aₙ.

```lean
/-- For `x ≥ 0` the truncated expansion exceeds the occupation by at least `x / (π (π (2N+1) + x))`
and, when `N ≥ 1`, by at most `x / (2 π² N)`. -/
theorem trunc_sub_fermi_bounds {x : ℝ} (hx : 0 ≤ x) (N : ℕ) :
    x / (π * (π * (2 * N + 1) + x)) ≤ fermiTrunc N x - fermi x ∧
      (1 ≤ N → fermiTrunc N x - fermi x ≤ x / (2 * π ^ 2 * N)) := by
  have hpi := Real.pi_pos
  have gap : ∀ t : ℝ, 0 < t → x / (2 * π ^ 2) / t - x / (2 * π ^ 2) / (t + 1)
      = 2 * x / (π ^ 2 * (4 * t * (t + 1))) := by
    intro t ht
    have ht1 : t + 1 ≠ 0 := by positivity
    field_simp
    ring
  have lim : ∀ d : ℝ, Tendsto (fun n : ℕ => x / (2 * π ^ 2) / ((n : ℝ) + d)) atTop (𝓝 0) :=
    fun d => tendsto_const_nhds.div_atTop
      (tendsto_atTop_add_const_right _ d tendsto_natCast_atTop_atTop)
  constructor
  · -- shifted telescoping comparison from below
    obtain ⟨d, hd⟩ : ∃ d : ℝ, d = 1 / 2 + x / (2 * π) := ⟨_, rfl⟩
    have hd0 : 0 < d := by rw [hd]; positivity
    have hπd : 2 * π * d = π + x := by
      rw [hd]
      field_simp
    have h := tail_le (b := fun n : ℕ => -(x / (2 * π ^ 2) / ((n : ℝ) + d))) N
      (fermi_matsubara x).neg (by simpa only [neg_zero] using (lim d).neg) (by
        intro n _
        have ht : 0 < (n : ℝ) + d := by positivity
        have hden : x ^ 2 + π ^ 2 * (2 * n + 1) ^ 2
            ≤ π ^ 2 * (4 * ((n : ℝ) + d) * ((n : ℝ) + d + 1)) := by
          have e : π ^ 2 * (4 * ((n : ℝ) + d) * ((n : ℝ) + d + 1))
              = (2 * π * n + 2 * π * d) * (2 * π * n + 2 * π * d + 2 * π) := by ring
          rw [e, hπd]
          have p1 : 0 ≤ π * n * x := by positivity
          have p2 : 0 ≤ π * x := by positivity
          have p3 : 0 ≤ π ^ 2 * n := by positivity
          nlinarith [sq_nonneg π]
        have hle : 2 * x / (π ^ 2 * (4 * ((n : ℝ) + d) * ((n : ℝ) + d + 1)))
            ≤ matsubaraTerm x n :=
          div_le_div_of_nonneg_left (by positivity) (by positivity) hden
        have g := gap _ ht
        have e : ((n + 1 : ℕ) : ℝ) + d = (n : ℝ) + d + 1 := by push_cast; ring
        simp only [e]
        linarith)
    have e : x / (π * (π * (2 * N + 1) + x)) = x / (2 * π ^ 2) / ((N : ℝ) + d) := by
      rw [div_div]
      congr 1
      linear_combination (-π) * hπd
    rw [Finset.sum_neg_distrib] at h
    rw [e, fermiTrunc]
    linarith
  · intro hN
    have h := tail_le (b := fun n : ℕ => x / (2 * π ^ 2) / (n : ℝ)) N (fermi_matsubara x)
      (by simpa only [add_zero] using lim 0) (by
        intro n hn
        have ht : 0 < (n : ℝ) := by exact_mod_cast (by omega : 0 < n)
        have hle : matsubaraTerm x n ≤ 2 * x / (π ^ 2 * (4 * (n : ℝ) * ((n : ℝ) + 1))) :=
          div_le_div_of_nonneg_left (by positivity) (by positivity)
            (by nlinarith [sq_nonneg x, sq_nonneg π])
        have g := gap _ ht
        push_cast
        linarith)
    rw [← div_div, fermiTrunc]
    linarith
```

Negative x follows from particle-hole symmetry. Multiplying through by eˣ gives f(−x) = eˣ/(1 + eˣ) = 1 − f(x), and since aₙ is odd in x, F_N(−x) = 1 − F_N(x).

```lean
/-- Particle-hole symmetry holds for the exact occupation and for every truncation. -/
theorem particle_hole (N : ℕ) (x : ℝ) :
    fermi (-x) = 1 - fermi x ∧ fermiTrunc N (-x) = 1 - fermiTrunc N x := by
  constructor
  · have h := Real.exp_pos x
    have h1 : 1 + Real.exp x ≠ 0 := by positivity
    unfold fermi
    rw [Real.exp_neg, div_eq_iff (by positivity)]
    field_simp
    ring
  · have h : ∀ n, matsubaraTerm (-x) n = -matsubaraTerm x n := by
      intro n
      simp only [matsubaraTerm, neg_sq, mul_neg, neg_div]
    simp only [fermiTrunc, h, Finset.sum_neg_distrib]
    ring
```

For given N the magnitude of the error therefore depends only on |x|, and for every real x

|x|/(π(π(2N+1) + |x|)) ≤ |f(x) − F_N(x)|,
|f(x) − F_N(x)| ≤ |x|/(2π²N) for N ≥ 1.

For fixed x ≠ 0 the ratio of the two bounds tends to 1 as N grows, so neither the 1/N rate nor its constant can be improved asymptotically.

```lean
/-- The error of the `N`-term expansion is at most `|x| / (2 π² N)` for `N ≥ 1`, and at least
`|x| / (π (π (2N+1) + |x|))` for every `N`. -/
theorem truncation_error (x : ℝ) (N : ℕ) :
    |x| / (π * (π * (2 * N + 1) + |x|)) ≤ |fermi x - fermiTrunc N x| ∧
      (1 ≤ N → |fermi x - fermiTrunc N x| ≤ |x| / (2 * π ^ 2 * N)) := by
  have main : ∀ y : ℝ, 0 ≤ y → |fermi y - fermiTrunc N y| = fermiTrunc N y - fermi y := by
    intro y hy
    have h0 : 0 ≤ y / (π * (π * (2 * N + 1) + y)) := by positivity
    rw [abs_sub_comm, abs_of_nonneg (h0.trans (trunc_sub_fermi_bounds hy N).1)]
  have even : |fermi x - fermiTrunc N x| = |fermi (|x|) - fermiTrunc N (|x|)| := by
    rcases le_total 0 x with hx | hx
    · rw [abs_of_nonneg hx]
    · rw [abs_of_nonpos hx, (particle_hole N x).1, (particle_hole N x).2, abs_sub_comm]
      congr 1
      ring
  rw [even, main _ (abs_nonneg x)]
  exact trunc_sub_fermi_bounds (abs_nonneg x) N
```

The upper bound needs N ≥ 1. With N = 0 and x = 1 the approximation is F₀ = 1/2, while f(1) ≈ 0.269, an error of about 0.231. Lean evaluates the right-hand side 1/0 as 0, so the inequality would be false.

## Electron number and band energy

For finitely many levels xᵢ carrying values aᵢ of an observable (now numbers attached to levels, not pole terms), the triangle inequality gives

|Σᵢ aᵢ f(xᵢ) − Σᵢ aᵢ F_N(xᵢ)| ≤ Σᵢ |aᵢ||xᵢ|/(2π²N).

Choosing aᵢ = 1 gives the electron number and aᵢ = εᵢ the band energy. In electronic-structure calculations this estimates how many pole pairs suffice for non-interacting electrons with fixed levels and fixed μ; it does not cover the shift of μ or of the levels in a self-consistent cycle. For a single level at |x| = 10, the bound guarantees an occupation error below 10⁻³ with 507 pairs.

```lean
/-- For levels `x i` carrying values `a i` of an observable, the error of the occupation-weighted
sum with `N` pole pairs is at most `(∑ |a i| |x i|) / (2 π² N)`. -/
theorem observable_error {ι : Type*} (s : Finset ι) (a x : ι → ℝ) {N : ℕ} (hN : 1 ≤ N) :
    |∑ i ∈ s, a i * fermi (x i) - ∑ i ∈ s, a i * fermiTrunc N (x i)|
      ≤ (∑ i ∈ s, |a i| * |x i|) / (2 * π ^ 2 * N) := by
  rw [← Finset.sum_sub_distrib, Finset.sum_div]
  refine (Finset.abs_sum_le_sum_abs _ _).trans (Finset.sum_le_sum fun i _ => ?_)
  rw [← mul_sub, abs_mul, mul_div_assoc]
  exact mul_le_mul_of_nonneg_left ((truncation_error (x i) N).2 hN) (abs_nonneg _)

end

end MatsubaraFermi
```

```lean
#print axioms MatsubaraFermi.fermi_matsubara
#print axioms MatsubaraFermi.fermi_matsubara_frequencies
#print axioms MatsubaraFermi.observable_error
```

```
'MatsubaraFermi.fermi_matsubara' depends on axioms: [propext, Classical.choice, Quot.sound]
'MatsubaraFermi.fermi_matsubara_frequencies' depends on axioms: [propext, Classical.choice, Quot.sound]
'MatsubaraFermi.observable_error' depends on axioms: [propext, Classical.choice, Quot.sound]
```
